# At fixed levels and positive temperature, the grand potential of independent fermions has slopes −N and −S

**Q:** The entropy could simply be defined as minus the temperature derivative of the grand potential. Then half of your result would be true by definition. Which entropy do you use?

**A:** The binary entropy of the occupations, defined without reference to the grand potential. For an occupation $p$ it is
$$s(p) = -\bigl[p\log p + (1-p)\log(1-p)\bigr].$$
The grand potential is a separate formula. For finitely many levels $e_i$ with real weights $w_i$, at chemical potential $\mu$ and temperature $T$ in energy units,
$$\Omega(\mu,T) = -T\sum_i w_i \log\bigl(1+e^{(\mu-e_i)/T}\bigr).$$
With the Fermi-Dirac occupations $f_i = 1/(1+e^{(e_i-\mu)/T})$, set $N=\sum_i w_i f_i$ and $S=\sum_i w_i s(f_i)$. The claim, for $T>0$, is that $\partial\Omega/\partial\mu=-N$ and $\partial\Omega/\partial T=-S$, so there is something to prove in both halves.

**Q:** Show me the calculation first, without any Lean.

**A:** Take one level $e$ with occupation $f$, and write $x=(\mu-e)/T$ and $L=\log(1+e^x)$. Multiplying numerator and denominator of $f=1/(1+e^{-x})$ by $e^x$ gives
$$f=\frac{e^x}{1+e^x},\qquad 1-f=\frac{1}{1+e^x}.$$
Hence $\log f=x-L$ and $\log(1-f)=-L$, and the entropy becomes
$$s(f)=-f(x-L)+(1-f)L=L-xf.$$
Next, $dL=f\,dx$. From $x=(\mu-e)/T$ we get $dx=d\mu/T-(\mu-e)\,dT/T^2$, that is, $T\,dx=d\mu-x\,dT$. The contribution of this level to $\Omega$, before weighting, is $-TL$, and
$$d(-TL)=-L\,dT-fT\,dx=-f\,d\mu-(L-xf)\,dT=-f\,d\mu-s(f)\,dT.$$
Multiplying by the weights and summing gives $d\Omega=-N\,d\mu-S\,dT$. Holding $T$ or $\mu$ fixed gives the two partial derivatives.

**Q:** Now the formal version. What are the objects?

**A:** Everything is real-valued. The file opens with its import and namespace, and then defines the occupation.

```lean
import Mathlib

open Finset

namespace GrandPotentialDerivatives

noncomputable section

/-- Fermi-Dirac occupation of a level `e` at chemical potential `μ` and temperature `T`
(in energy units). -/
def fermi (e μ T : ℝ) : ℝ := 1 / (1 + Real.exp ((e - μ) / T))
```

The arguments of `fermi` are the level, the chemical potential and the temperature, in that order. Because $T$ is an energy, Boltzmann's constant is one and the entropy is dimensionless.

```lean
/-- Binary entropy of a level with occupation `p`. -/
def levelEntropy (p : ℝ) : ℝ := -(p * Real.log p + (1 - p) * Real.log (1 - p))
```

`levelEntropy` takes any real number, but the theorems apply it only to Fermi-Dirac occupations. These lie strictly between 0 and 1, so both logarithms have positive arguments.

```lean
variable {ι : Type*} [Fintype ι]

/-- Grand potential of independent fermions on levels `e i` with weights `w i`. -/
def grandPotential (w e : ι → ℝ) (μ T : ℝ) : ℝ :=
  -T * ∑ i, w i * Real.log (1 + Real.exp ((μ - e i) / T))
```

The index type `ι` is finite. In a Brillouin-zone calculation an index $i$ would stand for a pair of band and k-point, and `w i` for the k-point weight, including a factor of two if the level is spin-degenerate. The weights need not be positive or sum to one, since the derivatives are linear in them.

```lean
/-- Weighted sum of the Fermi-Dirac occupations. -/
def particleNumber (w e : ι → ℝ) (μ T : ℝ) : ℝ := ∑ i, w i * fermi (e i) μ T

/-- Weighted sum of the binary entropies of the Fermi-Dirac occupations. -/
def entropy (w e : ι → ℝ) (μ T : ℝ) : ℝ := ∑ i, w i * levelEntropy (fermi (e i) μ T)
```

These are $N$ and $S$. If the k-point weights sum to one over the grid before any spin factor is included, they are quantities per unit cell.

**Q:** So the logarithm in $\Omega$ is postulated. Where is the partition function?

**A:** It is built into the definition. A single fermionic level is empty or filled, with Boltzmann factors $1$ and $e^x$, so its grand partition function is $1+e^x$. The file starts from the resulting sum of logarithms and does not derive it from a trace over many-particle states. The levels are also fixed numbers: they do not respond to $\mu$ or $T$, as they would in a self-consistent calculation.

**Q:** Fine. How does the proof begin?

**A:** With the first rewriting in the derivation.

```lean
/-- The Fermi-Dirac occupation is the Boltzmann factor of the filled level divided by the
partition function of the level. -/
theorem fermi_eq (e μ T : ℝ) :
    fermi e μ T = Real.exp ((μ - e) / T) / (1 + Real.exp ((μ - e) / T)) := by
  have h : (e - μ) / T = -((μ - e) / T) := by ring
  have hy := Real.exp_pos ((μ - e) / T)
  have hc := mul_inv_cancel₀ hy.ne'
  rw [fermi, h, Real.exp_neg, div_eq_div_iff (by positivity) (by positivity)]
  linear_combination -hc
```

The lemma `fermi_eq` turns $e^{-x}$ into the inverse of $e^x$ and cross-multiplies. What remains is the identity $e^x\cdot(e^x)^{-1}=1$, which `linear_combination` uses to close the goal.

```lean
/-- The entropy of a thermally occupied level is the logarithm of its partition function
minus `(μ - e) / T` times its occupation. -/
theorem levelEntropy_fermi (e μ T : ℝ) :
    levelEntropy (fermi e μ T) =
      Real.log (1 + Real.exp ((μ - e) / T)) - (μ - e) / T * fermi e μ T := by
  rw [fermi_eq]
  generalize (μ - e) / T = x
  have hy : 0 < 1 + Real.exp x := by positivity
  have h1 : Real.log (Real.exp x / (1 + Real.exp x)) = x - Real.log (1 + Real.exp x) := by
    rw [Real.log_div (Real.exp_pos x).ne' hy.ne', Real.log_exp]
  have h2 : Real.log (1 - Real.exp x / (1 + Real.exp x)) = -Real.log (1 + Real.exp x) := by
    rw [one_sub_div hy.ne', add_sub_cancel_right, one_div, Real.log_inv]
  rw [levelEntropy, h1, h2]
  ring
```

This is $s(f)=L-xf$. After `fermi_eq` has been applied, `generalize` replaces $(\mu-e)/T$ by a single variable. The facts `h1` and `h2` are the formulas for $\log f$ and $\log(1-f)$, and `ring` collects the terms. This lemma is where the independently defined entropy meets the grand potential.

**Q:** And the differentiation?

**A:** Two chain rules supply it, for an exponent $x$ that depends on a real parameter.

```lean
/-- Chain rule for the logarithm of the partition function of one level. -/
theorem hasDerivAt_logPartition {x : ℝ → ℝ} {x' t : ℝ} (hx : HasDerivAt x x' t) :
    HasDerivAt (fun s => Real.log (1 + Real.exp (x s)))
      (Real.exp (x t) / (1 + Real.exp (x t)) * x') t := by
  have hy : 0 < 1 + Real.exp (x t) := by positivity
  exact ((hx.exp.const_add 1).log hy.ne').congr_deriv (by ring)

/-- Chain rule for the occupation `p = exp x / (1 + exp x)`: its derivative is
`p (1 - p)` times that of `x`. -/
theorem hasDerivAt_occupation {x : ℝ → ℝ} {x' t : ℝ} (hx : HasDerivAt x x' t) :
    HasDerivAt (fun s => Real.exp (x s) / (1 + Real.exp (x s)))
      (Real.exp (x t) / (1 + Real.exp (x t)) *
        (1 - Real.exp (x t) / (1 + Real.exp (x t))) * x') t := by
  have hy : 0 < 1 + Real.exp (x t) := by positivity
  refine (hx.exp.fun_div (hx.exp.const_add 1) hy.ne').congr_deriv ?_
  rw [one_sub_div hy.ne']
  field_simp
```

The statement `HasDerivAt g g' t` means that the function `g` is differentiable at `t` with derivative `g'`. The first lemma is $dL=f\,dx$. The second follows from the quotient rule:
$$df=\frac{e^x}{(1+e^x)^2}\,dx=f(1-f)\,dx.$$
The grand potential needs only the first; the second is used for the derivatives of $N$ and $S$.

**Q:** A differential such as $d\Omega$ is informal notation. What replaces it?

**A:** A path. Let $\mu$ and $T$ be functions of a parameter, differentiable at $t$ with derivatives $\mu'$ and $T'$, and let the temperature be positive at $t$. Then $\Omega$ along the path has derivative $-N\mu'-ST'$ there.

```lean
/-- Total differential `dΩ = -N dμ - S dT` along any differentiable path of chemical
potential and positive temperature. -/
theorem grandPotential_along_path (w e : ι → ℝ) {μ T : ℝ → ℝ} {μ' T' t : ℝ}
    (hμ : HasDerivAt μ μ' t) (hT : HasDerivAt T T' t) (hpos : 0 < T t) :
    HasDerivAt (fun s => grandPotential w e (μ s) (T s))
      (-particleNumber w e (μ t) (T t) * μ' - entropy w e (μ t) (T t) * T') t := by
  -- one level at a time
  have level : ∀ i, HasDerivAt
      (fun s => -T s * Real.log (1 + Real.exp ((μ s - e i) / T s)))
      (-(fermi (e i) (μ t) (T t) * μ') - levelEntropy (fermi (e i) (μ t) (T t)) * T') t := by
    intro i
    have hx : HasDerivAt (fun s => (μ s - e i) / T s)
        ((μ' * T t - (μ t - e i) * T') / T t ^ 2) t :=
      (hμ.sub_const (e i)).fun_div hT hpos.ne'
    have hxT : T t * ((μ' * T t - (μ t - e i) * T') / T t ^ 2)
        = μ' - (μ t - e i) / T t * T' := by
      field_simp
    refine (hT.fun_neg.fun_mul (hasDerivAt_logPartition hx)).congr_deriv ?_
    rw [levelEntropy_fermi, ← fermi_eq]
    linear_combination (-fermi (e i) (μ t) (T t)) * hxT
  -- weighted sum over the levels
  have hΩ : (fun s => grandPotential w e (μ s) (T s)) =
      fun s => ∑ i, w i * (-T s * Real.log (1 + Real.exp ((μ s - e i) / T s))) := by
    funext s
    rw [grandPotential, Finset.mul_sum]
    exact Finset.sum_congr rfl (fun i _ => by ring)
  rw [hΩ]
  refine (HasDerivAt.fun_sum (fun i _ => (level i).const_mul (w i))).congr_deriv ?_
  rw [particleNumber, entropy, neg_mul, Finset.sum_mul, Finset.sum_mul,
    ← Finset.sum_neg_distrib, ← Finset.sum_sub_distrib]
  exact Finset.sum_congr rfl (fun i _ => by ring)
```

In this code the bound variable `s` is the path parameter, not the entropy. The block `level` treats one level: `hx` is the quotient rule for $x$, and `hxT` is the relation $T\,dx=d\mu-x\,dT$ with differentials replaced by derivatives. The product rule and the first chain rule then differentiate $-TL$. Substituting $s(f)=L-xf$ leaves an algebraic identity, which follows from `hxT` multiplied by $-f$. This is the same cancellation as in the derivation above.

The rest is summation. The equation `hΩ` moves the factor $-T$ inside the sum, `HasDerivAt.fun_sum` differentiates term by term, and the last lines regroup the result into $N$ and $S$.

**Q:** Then the theorem I was promised should be short.

**A:** It is. One path varies $\mu$ at constant $T$, and the other varies $T$ at constant $\mu$.

```lean
/-- At positive temperature the grand potential has `μ`-derivative minus the particle number
and `T`-derivative minus the entropy. -/
theorem grandPotential_derivatives (w e : ι → ℝ) (μ : ℝ) {T : ℝ} (hT : 0 < T) :
    HasDerivAt (fun m => grandPotential w e m T) (-∑ i, w i * fermi (e i) μ T) μ ∧
    HasDerivAt (fun τ => grandPotential w e μ τ)
      (-∑ i, w i * levelEntropy (fermi (e i) μ T)) T := by
  constructor
  · have h := grandPotential_along_path w e (μ := fun m => m) (T := fun _ => T)
      (hasDerivAt_id' μ) (hasDerivAt_const μ T) hT
    exact h.congr_deriv (by rw [particleNumber]; ring)
  · have h := grandPotential_along_path w e (μ := fun _ => μ) (T := fun τ => τ)
      (hasDerivAt_const T μ) (hasDerivAt_id' T) hT
    exact h.congr_deriv (by rw [entropy]; ring)
```

The two parts of the conjunction are $\partial\Omega/\partial\mu=-\sum_i w_i f_i$ and $\partial\Omega/\partial T=-\sum_i w_i s(f_i)$. The sums are written out, so the statement can be read without looking up `particleNumber` or `entropy`.

**Q:** What does the condition $T>0$ do? Smearing calculations are often extrapolated to zero temperature.

**A:** At $T=0$ the theorem would be false. Take one level with $e=0$ and $w=1$. The prefactor $-T$ makes `grandPotential` vanish at $T=0$ for every $\mu$, so its $\mu$-derivative is $0$. Lean sets division by zero to zero, so `fermi` gives $1/2$ and the formula would demand $-1/2$.

The physical limit has a difficulty of its own. For the same level, $\Omega(\mu,T)$ tends to $-\max(\mu,0)$ as $T$ goes to zero from above. That function has a kink at $\mu=0$, where the level sits exactly at the chemical potential, so no $\mu$-derivative exists there. Positive temperature rounds off the kink.

**Q:** If $N$ and $S$ are both slopes of one function, their cross-derivatives should agree. Do you get that by exchanging second derivatives of $\Omega$?

**A:** No, both are computed directly from the occupations and entropies. For the particle number, $\partial x/\partial T=(e-\mu)/T^2$, so
$$\frac{\partial f}{\partial T}=f(1-f)\,\frac{e-\mu}{T^2}.$$
For the entropy, differentiating $s(f)=L-xf$ gives
$$ds=f\,dx-f\,dx-x\,df=-x\,f(1-f)\,dx.$$
At fixed $T$ we have $dx=d\mu/T$, and therefore
$$\frac{\partial s(f)}{\partial\mu}=-\frac{x}{T}\,f(1-f)=f(1-f)\,\frac{e-\mu}{T^2}.$$
The two agree level by level, and so do the weighted sums.

```lean
/-- Maxwell relation: the temperature derivative of the particle number and the
chemical-potential derivative of the entropy are the same explicit sum over levels. -/
theorem maxwell_relation (w e : ι → ℝ) (μ : ℝ) {T : ℝ} (hT : 0 < T) :
    HasDerivAt (fun τ => particleNumber w e μ τ)
      (∑ i, w i * (fermi (e i) μ T * (1 - fermi (e i) μ T) * ((e i - μ) / T ^ 2))) T ∧
    HasDerivAt (fun m => entropy w e m T)
      (∑ i, w i * (fermi (e i) μ T * (1 - fermi (e i) μ T) * ((e i - μ) / T ^ 2))) μ := by
  constructor
  · refine HasDerivAt.fun_sum (fun i _ => HasDerivAt.const_mul (w i) ?_)
    have hx : HasDerivAt (fun τ : ℝ => (μ - e i) / τ) ((e i - μ) / T ^ 2) T :=
      ((hasDerivAt_const T (μ - e i)).fun_div (hasDerivAt_id' T) hT.ne').congr_deriv
        (by ring)
    have h := hasDerivAt_occupation hx
    simp only [← fermi_eq] at h
    exact h
  · refine HasDerivAt.fun_sum (fun i _ => HasDerivAt.const_mul (w i) ?_)
    have hx : HasDerivAt (fun m : ℝ => (m - e i) / T) (1 / T) μ :=
      ((hasDerivAt_id' μ).sub_const (e i)).div_const T
    -- the two terms proportional to the occupation itself cancel
    simp only [levelEntropy_fermi]
    simp only [fermi_eq]
    refine ((hasDerivAt_logPartition hx).fun_sub
      (hx.fun_mul (hasDerivAt_occupation hx))).congr_deriv ?_
    ring

end

end GrandPotentialDerivatives
```

The theorem states the Maxwell relation $\partial N/\partial T=\partial S/\partial\mu$ by giving both sides the same explicit value. In each half, `hx` supplies the derivative of the exponent. The first half then needs only the chain rule for the occupation. The second rewrites the entropy as $L-xf$ and uses both chain rules, and the final `ring` carries out the cancellation of the two $f\,dx$ terms.

```lean
#print axioms GrandPotentialDerivatives.grandPotential_derivatives
-- 'GrandPotentialDerivatives.grandPotential_derivatives' depends on axioms: [propext, Classical.choice, Quot.sound]
#print axioms GrandPotentialDerivatives.maxwell_relation
-- 'GrandPotentialDerivatives.maxwell_relation' depends on axioms: [propext, Classical.choice, Quot.sound]
```

**Q:** What does the sign of that sum tell me?

**A:** With positive weights, levels above $\mu$ contribute positively and levels below it negatively. Heating at fixed $\mu$ raises the occupations of the former and lowers those of the latter, in both cases towards $1/2$. If the levels and their weights are symmetric about $\mu$, the contributions cancel at every positive temperature, so $N$ at that $\mu$ does not depend on $T$.

**Q:** Does the same argument give the response of the particle number to $\mu$?

**A:** Yes, as a short calculation to add to the theorems in the file. At fixed $T$, $df=f(1-f)\,dx$ and $dx=d\mu/T$ give
$$\frac{\partial N}{\partial\mu}=\frac1T\sum_i w_i f_i(1-f_i).$$
For positive weights and at least one level this is strictly positive, so $N$ increases with $\mu$. A given electron count then fixes at most one chemical potential.

**Q:** And where would I meet the main result in an electronic-structure calculation?

**A:** In Fermi-Dirac smearing on a finite k-point grid, for independent electrons with the eigenvalues held fixed, it says that the electron count and the smearing entropy are minus the slopes of one grand potential, with respect to $\mu$ and $T$. A program that evaluates all three can therefore be tested by finite differences: shift $\mu$ or $T$ slightly, keep the other one and the eigenvalues frozen (so $\mu$ is not readjusted to the electron count when $T$ is shifted), and compare the change in $\Omega$ divided by the shift with $-N$ or $-S$ respectively.

**Q:** Why insist on frozen eigenvalues?

**A:** Because a shift $de_i$ in the levels changes $\Omega$ as well. Since $\Omega$ depends on $\mu$ and $e_i$ only through $\mu-e_i$, the extra term is $\sum_i w_i f_i\,de_i$. If the eigenvalues were allowed to relax between the two evaluations, the finite difference would include that term, and a mismatch with $-N$ or $-S$ would not by itself indicate a fault in the occupations or the entropy.
